# A bound on the aliasing error of Gaussian gridding for band-limited plane waves

To evaluate a finite plane-wave expansion at a point off the FFT grid, one can deconvolve its coefficients, transform them to an oversampled grid and spread the grid values to that point with a Gaussian. The file below bounds the aliasing error of this step in one dimension, for exact arithmetic and a periodic Gaussian that is not truncated.

```lean
import Mathlib

open Complex (I)
open scoped Real

namespace GaussianGridding

/-- The `j`-th point `2πj/M` of the uniform periodic grid with `M` points. -/
noncomputable def gridPoint (M j : ℕ) : ℝ := 2 * π * j / M

/-- The plane wave of integer momentum `p` at `x`, damped by the Gaussian factor `exp(-τp²)`. -/
noncomputable def mode (τ x : ℝ) (p : ℤ) : ℂ :=
  Complex.exp (-(τ : ℂ) * p ^ 2 + I * p * x)

/-- The periodic Gaussian spreading function, summed over all integer momenta. -/
noncomputable def spread (τ x : ℝ) : ℂ := ∑' p : ℤ, mode τ x p

/-- The plane wave of momentum `k`, sampled on the grid, spread to the point `x` with the
periodic Gaussian and deconvolved by `exp(τk²)`. -/
noncomputable def gridded (τ : ℝ) (M : ℕ) (k : ℤ) (x : ℝ) : ℂ :=
  Complex.exp ((τ : ℂ) * k ^ 2) * ((1 / (M : ℂ)) * ∑ j ∈ Finset.range M,
    Complex.exp (I * k * gridPoint M j) * spread τ (x - gridPoint M j))

/-- The aliasing factor `u = exp(-τM(M-2K))` for band limit `K` and `M` grid points. -/
noncomputable def aliasFactor (τ : ℝ) (M K : ℕ) : ℝ := Real.exp (-τ * M * (M - 2 * K))

/-- The absolute value of an integer is at most its square. -/
lemma abs_le_sq_int (m : ℤ) : |(m : ℝ)| ≤ (m : ℝ) ^ 2 := by
  by_cases h : m = 0
  · rw [h]
    simp
  · have h1 : (1 : ℝ) ≤ |(m : ℝ)| := by exact_mod_cast Int.one_le_abs h
    rw [← sq_abs (m : ℝ), sq]
    exact le_mul_of_one_le_left (abs_nonneg _) h1

/-- A damped plane wave of momentum `p` has modulus `exp(-τp²)`. -/
lemma norm_mode (τ x : ℝ) (p : ℤ) : ‖mode τ x p‖ = Real.exp (-τ * p ^ 2) := by
  have h : -(τ : ℂ) * p ^ 2 + I * p * x
      = ((-τ * p ^ 2 : ℝ) : ℂ) + ((p * x : ℝ) : ℂ) * I := by
    push_cast
    ring
  rw [mode, h, Complex.exp_add, norm_mul, Complex.norm_exp_ofReal_mul_I, mul_one,
    ← Complex.ofReal_exp, Complex.norm_real, Real.norm_eq_abs, Real.abs_exp]

/-- The two-sided geometric series `∑ r^|m|` over all integers. -/
lemma hasSum_geometric_int {r : ℝ} (h0 : 0 ≤ r) (h1 : r < 1) :
    HasSum (fun m : ℤ => r ^ m.natAbs) ((1 - r)⁻¹ + r * (1 - r)⁻¹) := by
  have hg := hasSum_geometric_of_lt_one h0 h1
  have hp : HasSum (fun n : ℕ => r ^ (n : ℤ).natAbs) (1 - r)⁻¹ := by
    simpa only [Int.natAbs_natCast] using hg
  have e : (fun n : ℕ => r ^ (-((n : ℤ) + 1)).natAbs) = fun n => r * r ^ n := by
    funext n
    have h : (-((n : ℤ) + 1)).natAbs = n + 1 := by
      rw [Int.natAbs_neg]
      rfl
    rw [h, pow_succ']
  have hn : HasSum (fun n : ℕ => r ^ (-((n : ℤ) + 1)).natAbs) (r * (1 - r)⁻¹) := by
    rw [e]
    exact hg.mul_left r
  exact HasSum.of_nat_of_neg_add_one (f := fun m : ℤ => r ^ m.natAbs) hp hn

/-- The momentum sum defining the spreading function converges for every `τ > 0`. -/
lemma hasSum_mode {τ : ℝ} (hτ : 0 < τ) (x : ℝ) : HasSum (mode τ x) (spread τ x) := by
  have hg := (hasSum_geometric_int (Real.exp_pos (-τ)).le
    (Real.exp_lt_one_iff.mpr (neg_lt_zero.mpr hτ))).summable
  have hs : Summable (mode τ x) := by
    refine Summable.of_norm_bounded hg fun p => ?_
    rw [norm_mode, ← Real.exp_nat_mul (-τ) p.natAbs, Real.exp_le_exp, Nat.cast_natAbs,
      Int.cast_abs]
    have h := mul_le_mul_of_nonneg_left (abs_le_sq_int p) hτ.le
    linarith
  exact hs.hasSum

/-- Discrete orthogonality: the grid average of a plane wave of momentum `q` is one if `M`
divides `q` and zero otherwise. -/
theorem discrete_orthogonality {M : ℕ} (hM : 0 < M) (q : ℤ) :
    (1 / (M : ℂ)) * ∑ j ∈ Finset.range M, Complex.exp (I * q * gridPoint M j)
      = if (M : ℤ) ∣ q then 1 else 0 := by
  have hM' : (M : ℂ) ≠ 0 := Nat.cast_ne_zero.mpr hM.ne'
  have hz : ∀ j ∈ Finset.range M, Complex.exp (I * q * gridPoint M j)
      = Complex.exp (2 * π * I * q / M) ^ j := by
    intro j _
    rw [← Complex.exp_nat_mul (2 * π * I * q / M) j]
    refine congrArg Complex.exp ?_
    rw [gridPoint]
    push_cast
    ring
  rw [Finset.sum_congr rfl hz]
  by_cases h : (M : ℤ) ∣ q
  · have h1 : Complex.exp (2 * π * I * q / M) = 1 := by
      obtain ⟨n, hn⟩ := h
      rw [Complex.exp_eq_one_iff]
      refine ⟨n, ?_⟩
      rw [div_eq_iff hM', hn]
      push_cast
      ring
    rw [if_pos h, h1]
    simp only [one_pow, Finset.sum_const, Finset.card_range, nsmul_eq_mul, mul_one]
    exact one_div_mul_cancel hM'
  · have hne : Complex.exp (2 * π * I * q / M) ≠ 1 := by
      intro h1
      rw [Complex.exp_eq_one_iff] at h1
      obtain ⟨n, hn⟩ := h1
      rw [div_eq_iff hM'] at hn
      have h3 : (q : ℂ) = M * n := by
        apply mul_left_cancel₀ Complex.two_pi_I_ne_zero
        linear_combination hn
      exact h ⟨n, by exact_mod_cast h3⟩
    have hp : Complex.exp (2 * π * I * q / M) ^ M = 1 := by
      rw [← Complex.exp_nat_mul (2 * π * I * q / M) M, Complex.exp_eq_one_iff]
      refine ⟨q, ?_⟩
      have hi : (M : ℂ) * (M : ℂ)⁻¹ = 1 := mul_inv_cancel₀ hM'
      rw [div_eq_mul_inv]
      linear_combination (2 * π * I * q) * hi
    rw [if_neg h, geom_sum_eq hne, hp, sub_self, zero_div, mul_zero]

/-- Exact aliasing formula: the gridded plane wave is the sum of the damped plane waves of
momenta `k + mM`, each multiplied by `exp(τk²)`. -/
theorem aliasing_formula {τ : ℝ} (hτ : 0 < τ) {M : ℕ} (hM : 0 < M) (k : ℤ) (x : ℝ) :
    HasSum (fun m : ℤ => Complex.exp ((τ : ℂ) * k ^ 2) * mode τ x (k + m * M))
      (gridded τ M k x) := by
  have h1 : ∀ j ∈ Finset.range M, HasSum
      (fun p : ℤ => Complex.exp (I * k * gridPoint M j) * mode τ (x - gridPoint M j) p)
      (Complex.exp (I * k * gridPoint M j) * spread τ (x - gridPoint M j)) :=
    fun j _ => (hasSum_mode hτ (x - gridPoint M j)).mul_left _
  have h2 := (hasSum_sum h1).mul_left (1 / (M : ℂ))
  -- the grid average filters the momenta congruent to k
  have h3 : ∀ p : ℤ, (1 / (M : ℂ)) * ∑ j ∈ Finset.range M,
      Complex.exp (I * k * gridPoint M j) * mode τ (x - gridPoint M j) p
      = mode τ x p * (if (M : ℤ) ∣ k - p then (1 : ℂ) else 0) := by
    intro p
    have hj : ∀ j ∈ Finset.range M,
        Complex.exp (I * k * gridPoint M j) * mode τ (x - gridPoint M j) p
        = mode τ x p * Complex.exp (I * (k - p : ℤ) * gridPoint M j) := by
      intro j _
      rw [mode, mode, ← Complex.exp_add, ← Complex.exp_add]
      refine congrArg Complex.exp ?_
      push_cast
      ring
    rw [Finset.sum_congr rfl hj, ← Finset.mul_sum, mul_left_comm,
      discrete_orthogonality hM (k - p)]
  have h4 : HasSum (fun p : ℤ => mode τ x p * (if (M : ℤ) ∣ k - p then (1 : ℂ) else 0))
      ((1 / (M : ℂ)) * ∑ j ∈ Finset.range M,
        Complex.exp (I * k * gridPoint M j) * spread τ (x - gridPoint M j)) := by
    rw [← funext h3]
    exact h2
  have hM0 : (M : ℤ) ≠ 0 := Nat.cast_ne_zero.mpr hM.ne'
  have hinj : Function.Injective (fun m : ℤ => k + m * (M : ℤ)) := fun a b h =>
    mul_right_cancel₀ hM0 (add_left_cancel (h : k + a * (M : ℤ) = k + b * (M : ℤ)))
  have hz : ∀ p ∉ Set.range (fun m : ℤ => k + m * (M : ℤ)),
      mode τ x p * (if (M : ℤ) ∣ k - p then (1 : ℂ) else 0) = 0 := by
    intro p hp
    have hd : ¬ (M : ℤ) ∣ k - p := by
      rintro ⟨c, hc⟩
      exact hp ⟨-c, show k + -c * (M : ℤ) = p by linear_combination hc⟩
    rw [if_neg hd, mul_zero]
  have h5 := ((hinj.hasSum_iff hz).mpr h4).mul_left (Complex.exp ((τ : ℂ) * k ^ 2))
  have h6 : ∀ m : ℤ, (M : ℤ) ∣ k - (k + m * M) := fun m => ⟨-m, by ring⟩
  simp only [Function.comp_apply, h6, if_true, mul_one] at h5
  exact h5

/-- Inside the band `|k| ≤ K`, the aliased image number `m` has modulus at most `u^|m|`. -/
theorem image_bound {τ : ℝ} (hτ : 0 < τ) {M K : ℕ} {k : ℤ} (hk : |k| ≤ K) (x : ℝ) (m : ℤ) :
    ‖Complex.exp ((τ : ℂ) * k ^ 2) * mode τ x (k + m * M)‖
      ≤ aliasFactor τ M K ^ m.natAbs := by
  -- the inequality between the exponents, for plain real numbers
  have key : ∀ t a b N L : ℝ, 0 ≤ t → 0 ≤ N → |a| ≤ a ^ 2 → |b| ≤ L →
      t * b ^ 2 + -t * (b + a * N) ^ 2 ≤ |a| * (-t * N * (N - 2 * L)) := by
    intro t a b N L ht hN ha hb
    have h1 := neg_abs_le (a * b)
    rw [abs_mul] at h1
    have h2 : -(|a| * L) ≤ a * b :=
      (neg_le_neg (mul_le_mul_of_nonneg_left hb (abs_nonneg a))).trans h1
    have h3 : 0 ≤ t * (N ^ 2 * (a ^ 2 - |a|)) :=
      mul_nonneg ht (mul_nonneg (sq_nonneg N) (sub_nonneg.mpr ha))
    have h4 : 0 ≤ t * (N * (a * b - -(|a| * L))) :=
      mul_nonneg ht (mul_nonneg hN (sub_nonneg.mpr h2))
    have e : |a| * (-t * N * (N - 2 * L)) - (t * b ^ 2 + -t * (b + a * N) ^ 2)
        = t * (N ^ 2 * (a ^ 2 - |a|)) + 2 * (t * (N * (a * b - -(|a| * L)))) := by ring
    rw [← sub_nonneg, e]
    exact add_nonneg h3 (mul_nonneg zero_le_two h4)
  have hc : (τ : ℂ) * k ^ 2 = ((τ * k ^ 2 : ℝ) : ℂ) := by push_cast; rfl
  have hk' : |(k : ℝ)| ≤ K := by exact_mod_cast hk
  have hm : ((k + m * M : ℤ) : ℝ) = k + m * M := by push_cast; rfl
  rw [norm_mul, norm_mode, hc, ← Complex.ofReal_exp, Complex.norm_real, Real.norm_eq_abs,
    Real.abs_exp, ← Real.exp_add, aliasFactor, ← Real.exp_nat_mul _ m.natAbs,
    Real.exp_le_exp, Nat.cast_natAbs, Int.cast_abs, hm]
  exact key τ m k M K hτ.le (Nat.cast_nonneg M) (abs_le_sq_int m) hk'

/-- Gaussian-gridding error: for `τ > 0`, `|k| ≤ K` and `M > 2K` the gridded plane wave differs from
`exp(ikx)` by at most `2u/(1-u)` at every real `x`. -/
theorem gridding_error {τ : ℝ} (hτ : 0 < τ) {M K : ℕ} (hMK : 2 * K < M) {k : ℤ}
    (hk : |k| ≤ K) (x : ℝ) :
    ‖gridded τ M k x - Complex.exp (I * k * x)‖
      ≤ 2 * aliasFactor τ M K / (1 - aliasFactor τ M K) := by
  have hM : 0 < M := lt_of_le_of_lt (Nat.zero_le _) hMK
  have hu0 : 0 ≤ aliasFactor τ M K := by
    rw [aliasFactor]
    exact (Real.exp_pos _).le
  have hu : aliasFactor τ M K < 1 := by
    have h1 : (0 : ℝ) < M := Nat.cast_pos.mpr hM
    have h2 : (2 : ℝ) * K < M := by exact_mod_cast hMK
    have h3 := mul_pos (mul_pos hτ h1) (sub_pos.mpr h2)
    rw [aliasFactor, neg_mul, neg_mul]
    exact Real.exp_lt_one_iff.mpr (neg_lt_zero.mpr h3)
  have hb := image_bound (M := M) hτ hk x
  have ha := aliasing_formula hτ hM k x
  -- the term m = 0 is the exact plane wave
  have h0 : Complex.exp ((τ : ℂ) * k ^ 2) * mode τ x (k + 0 * M)
      = Complex.exp (I * k * x) := by
    rw [mode, ← Complex.exp_add]
    refine congrArg Complex.exp ?_
    push_cast
    ring
  -- removing that term from a series dominated by the two-sided geometric series
  have key : ∀ (f : ℤ → ℂ) (a w : ℂ) (u : ℝ), 0 ≤ u → u < 1 → HasSum f a → f 0 = w →
      (∀ m, ‖f m‖ ≤ u ^ m.natAbs) → ‖a - w‖ ≤ 2 * u / (1 - u) := by
    intro f a w u hu0 hu hf hw hfu
    have h := hf.sub (hasSum_ite_eq (0 : ℤ) w)
    have g := (hasSum_geometric_int hu0 hu).sub (hasSum_ite_eq (0 : ℤ) (1 : ℝ))
    have hd : ∀ m : ℤ, ‖f m - (if m = 0 then w else 0)‖
        ≤ u ^ m.natAbs - (if m = 0 then (1 : ℝ) else 0) := by
      intro m
      by_cases hm : m = 0
      · rw [if_pos hm, if_pos hm, hm, hw]
        simp
      · rw [if_neg hm, if_neg hm, sub_zero, sub_zero]
        exact hfu m
    have t := tsum_of_norm_bounded g hd
    rw [h.tsum_eq] at t
    have hne : 1 - u ≠ 0 := (sub_pos.mpr hu).ne'
    refine t.trans (le_of_eq ?_)
    rw [eq_div_iff hne]
    linear_combination (1 + u) * inv_mul_cancel₀ hne
  exact key _ _ _ _ hu0 hu ha h0 hb

/-- For `τ > 0` and `M > 2K`, a superposition of plane waves with momenta in the band `|k| ≤ K` is
reproduced by gridding with an error of at most `2u/(1-u)` times the sum of the `|c_k|`. -/
theorem band_limited_error {τ : ℝ} (hτ : 0 < τ) {M K : ℕ} (hMK : 2 * K < M)
    (s : Finset ℤ) (hs : ∀ k ∈ s, |k| ≤ K) (c : ℤ → ℂ) (x : ℝ) :
    ‖∑ k ∈ s, c k * gridded τ M k x - ∑ k ∈ s, c k * Complex.exp (I * k * x)‖
      ≤ ∑ k ∈ s, ‖c k‖ * (2 * aliasFactor τ M K / (1 - aliasFactor τ M K)) := by
  rw [← Finset.sum_sub_distrib]
  refine norm_sum_le_of_le s fun k hk => ?_
  rw [← mul_sub (c k), norm_mul]
  exact mul_le_mul_of_nonneg_left (gridding_error hτ hMK (hs k hk) x) (norm_nonneg _)

end GaussianGridding
```

```lean
#print axioms GaussianGridding.band_limited_error
-- 'GaussianGridding.band_limited_error' depends on axioms: [propext, Classical.choice, Quot.sound]
```

## The gridded wave and its error

The cell has length $2\pi$, so momenta are integers. The grid has $M$ points $y_j = 2\pi j/M$ with $0\le j<M$, which is `gridPoint M j`. For a real parameter $\tau>0$, the spreading function is

$$g(x)=\sum_{p\in\mathbb Z} e^{-\tau p^2+ipx},$$

with `mode τ x p` for one term and `spread τ x` for the sum. By Poisson summation, $g$ is a periodic array of Gaussians of standard deviation $\sqrt{2\tau}$, so $\tau$ sets the width in real space.

A plane wave of momentum $k$ is sampled on the grid, spread to $x$ and multiplied by $e^{\tau k^2}$, which undoes the damping that the Gaussian causes at that momentum. The result is `gridded τ M k x`:

$$G_k(x)=e^{\tau k^2}\,\frac1M\sum_{j=0}^{M-1}e^{iky_j}\,g(x-y_j).$$

The band limit is a natural number $K$, and `aliasFactor τ M K` is $u=e^{-\tau M(M-2K)}$, with the subtraction taken in the real numbers. The theorem `gridding_error` says that if $\tau>0$, $|k|\le K$ and $2K<M$, then for every real $x$

$$|G_k(x)-e^{ikx}|\le\frac{2u}{1-u}.$$

The condition $2K<M$ says that no two momenta in the band coincide on the grid. It also makes $M$ positive and $u$ smaller than one.

The theorem `band_limited_error` treats a superposition. For a finite set `s` of momenta in the band and complex coefficients $c_k$, the error of $\sum_k c_kG_k(x)$ is at most $2u/(1-u)$ times $\sum_k|c_k|$. The statement keeps the sum over $k$ outermost. Exchanging the two finite sums gives

$$\sum_k c_kG_k(x)=\frac1M\sum_{j=0}^{M-1}\Big[\sum_k c_k e^{\tau k^2}e^{iky_j}\Big]g(x-y_j),$$

where the bracket is a discrete Fourier transform of the deconvolved coefficients, and this is the form in which an FFT enters.

The bound covers aliasing alone. A program usually keeps only the grid points near $x$, which adds a truncation error, and the deconvolution can amplify its rounding errors by a factor of up to about $e^{\tau K^2}$. A larger $\tau$ lowers the aliasing bound but widens the Gaussian and increases that amplification.

## Only the momenta $k+mM$ survive

The series for $g$ converges because $|e^{-\tau p^2+ipx}|=e^{-\tau p^2}\le e^{-\tau|p|}$, and the right-hand side is a two-sided geometric series.

For an integer $q$, put $z=e^{2\pi iq/M}$. Then

$$\frac1M\sum_{j=0}^{M-1}e^{iqy_j}=\frac1M\sum_{j=0}^{M-1}z^j .$$

If $M$ divides $q$, then $z=1$ and the average is $1$. Otherwise $z\ne1$ but $z^M=1$, so the geometric sum $(z^M-1)/(z-1)$ vanishes.

Now insert the series for $g$ into $G_k$. The grid sum is finite, so it may be exchanged with the sum over $p$. Each term factorises as

$$e^{iky_j}\,e^{-\tau p^2+ip(x-y_j)}=e^{-\tau p^2+ipx}\,e^{i(k-p)y_j},$$

and the grid average keeps only those $p$ for which $M$ divides $k-p$, that is $p=k+mM$ with $m$ an integer. Hence

$$G_k(x)=\sum_{m\in\mathbb Z}e^{\tau k^2-\tau(k+mM)^2}\,e^{i(k+mM)x}.$$

The term $m=0$ is exactly $e^{ikx}$. The others are its aliased images, and their sum is the error.

## The images decay geometrically

The modulus of image $m$ is the exponential of

$$\tau k^2-\tau(k+mM)^2=-\tau\,(m^2M^2+2mkM).$$

Since $m$ is an integer, $m^2\ge|m|$. Since $|k|\le K$, also $mk\ge-|m|K$. Therefore

$$-\tau\,(m^2M^2+2mkM)\le-|m|\,\tau M(M-2K),$$

and the modulus is at most $u^{|m|}$. Because $u<1$, the images with $m\neq0$ sum to at most

$$2\sum_{m\ge1}u^m=\frac{2u}{1-u}.$$

For the superposition, multiply each error by $|c_k|$ and apply the triangle inequality.

## How the Lean proof follows these steps

`hasSum_geometric_int` splits the integers into $n$ and $-(n+1)$ with $n\ge0$ and obtains, for $0\le r<1$, the value $(1-r)^{-1}+r(1-r)^{-1}$ for the sum of $r^{|m|}$ over all integers $m$. `norm_mode` computes the modulus of a damped wave, and `abs_le_sq_int` supplies $|m|\le m^2$. With these, `hasSum_mode` shows by comparison that the series for $g$ converges. This matters because Lean's infinite sum is defined as zero when a series is not summable.

`discrete_orthogonality` first rewrites the exponentials as powers of $z$. It then distinguishes the two cases with `Complex.exp_eq_one_iff`, which says that an exponential equals one only at integer multiples of $2\pi i$, and closes the second case with `geom_sum_eq`.

In `aliasing_formula`, `hasSum_sum` performs the exchange of sums, and `h3` is the factorisation followed by the grid average. The map $m\mapsto k+mM$ is injective and all terms outside its range vanish, so `hinj.hasSum_iff` turns the sum over $p$ into a sum over $m$. The conclusion is a `HasSum` statement: the series converges, and its value is $G_k(x)$.

`image_bound` reduces the estimate to an inequality between real exponents, called `key`. There the right side minus the left side is written as

$$\tau M^2(m^2-|m|)+2\tau M(mk+|m|K),$$

and both terms are nonnegative. This lemma does not need $2K<M$. In `gridding_error` that condition supplies $M>0$ for the aliasing formula and $u<1$ for the sum of the powers of $u$.

`gridding_error` removes the term $m=0$ from the series of images and from the geometric series that dominates it. `tsum_of_norm_bounded` then compares what is left, and the closing algebra is

$$\frac1{1-u}+\frac u{1-u}-1=\frac{2u}{1-u}.$$

`band_limited_error` applies this bound to each momentum through `norm_sum_le_of_le`.

## One grid point, then three and four

The smallest case is $M=1$ and $K=0$, which forces $k=0$. The only grid point is $y_0=0$, so $G_0(x)=g(x)$, and the theorem reads

$$|g(x)-1|\le\frac{2e^{-\tau}}{1-e^{-\tau}}.$$

A very broad periodic Gaussian is nearly constant, and the bound tends to zero as $\tau\to\infty$.

To see the effect of oversampling, take $K=1$ and $\tau=1/2$. The smallest allowed grid, $M=3$, has as many points as the band has momenta, so it is not oversampled. It has $u=e^{-3/2}\approx0.223$ and a bound of about $0.574$, which is of little use. One more point, $M=4$, gives $u=e^{-4}\approx0.0183$ and a bound of about $0.0373$.

The actual error for $M=4$, $k=1$ and $x=0$ follows from the image sum. The nearest images have momenta $-3$ and $5$ and contribute $e^{-4}$ and $e^{-12}$, and the rest are far smaller. The error is therefore about $0.0183$, roughly half the bound.
